# With nonnegative weights, minimal RMSD over rigid motions is a pseudometric

Suppose the frames of a trajectory are clustered by their minimal root-mean-square deviation (RMSD) from a central frame. If this quantity obeys the triangle inequality, two frames within a distance $r$ of the centre are within $2r$ of each other; without that inequality, this bound on the spread of a cluster would not be guaranteed. If the minimal RMSD were not symmetric, the distance matrix would depend on which frame of each pair was moved. Neither property can be read off directly from the ordinary distance between coordinate lists, because every pair of frames is superposed by its own rotation and translation.

The problems below establish both properties for structures with a fixed labelling of atoms and fixed nonnegative weights. Within that setting, they justify using the triangle inequality to bound cluster diameters or to skip comparisons in a neighbour search.

## Structures, rotations and the minimised deviation

```lean
import Mathlib

open Finset

namespace StructureSuperposition

noncomputable section
```

The atoms are labelled by a finite set `ι`. A structure is a map $x$ that assigns to each label $i$ a position $x_i\in\mathbb R^d$, with $d=3$ for molecules. Nothing below depends on the dimension.

```lean
/-- Euclidean space of dimension `d`; molecules live in `Space 3`. -/
abbrev Space (d : ℕ) := EuclideanSpace ℝ (Fin d)
```

A rotation $R$ is a linear isometry of determinant one. Reflections are excluded, so a chiral molecule may not be reflected onto its mirror image. The rotations are defined as a subgroup, which records that products and inverses of rotations are rotations.

```lean
/-- The proper rotations: linear isometries of determinant one. -/
def rotations (d : ℕ) : Subgroup (Space d ≃ₗᵢ[ℝ] Space d) where
  carrier := {R | LinearMap.det (R.toLinearEquiv : Space d →ₗ[ℝ] Space d) = 1}
  one_mem' := by
    show LinearMap.det (LinearMap.id : Space d →ₗ[ℝ] Space d) = 1
    exact LinearMap.det_id
  mul_mem' := by
    intro R S hR hS
    show LinearMap.det ((R.toLinearEquiv : Space d →ₗ[ℝ] Space d) ∘ₗ
      (S.toLinearEquiv : Space d →ₗ[ℝ] Space d)) = 1
    rw [LinearMap.det_comp, show LinearMap.det
      (R.toLinearEquiv : Space d →ₗ[ℝ] Space d) = 1 from hR, one_mul]
    exact hS
  inv_mem' := by
    intro R hR
    have h : (R.symm.toLinearEquiv : Space d →ₗ[ℝ] Space d) ∘ₗ
        (R.toLinearEquiv : Space d →ₗ[ℝ] Space d) = LinearMap.id :=
      LinearMap.ext fun v => R.symm_apply_apply v
    have h2 := congrArg LinearMap.det h
    rw [LinearMap.det_comp, show LinearMap.det
      (R.toLinearEquiv : Space d →ₗ[ℝ] Space d) = 1 from hR, mul_one,
      LinearMap.det_id] at h2
    exact h2
```

Each atom has a real weight $m_i$. For a set of displacements $v_i\in\mathbb R^d$, write

$$\|v\|_m=\sqrt{\sum_i m_i|v_i|^2}.$$

Weights $m_i=1/N$ for $N$ atoms give the usual RMSD, and masses divided by the total mass give the mass-weighted one. The code does not require the weights to sum to one.

```lean
variable {ι : Type*} [Fintype ι] {d : ℕ}

/-- The weighted root of summed squares of a set of atomic displacements. -/
def massNorm (m : ι → ℝ) (v : ι → Space d) : ℝ :=
  √(∑ i, m i * ‖v i‖ ^ 2)
```

The deviation left after moving $x$ by the rotation $R$ and the translation $t$ is

$$D(R,t;x,y)=\|Rx+t-y\|_m ,$$

where $Rx+t-y$ has the components $Rx_i+t-y_i$.

```lean
/-- The deviation from `y` of the structure `x` rotated by `R` and shifted by `t`. -/
def deviation (m : ι → ℝ) (R : Space d ≃ₗᵢ[ℝ] Space d) (t : Space d)
    (x y : ι → Space d) : ℝ :=
  massNorm m (fun i => R (x i) + t - y i)
```

The minimal RMSD is $\rho(x,y)=\inf_{R,t}D(R,t;x,y)$, taken over all rotations and translations. It is defined as an infimum, and the arguments below never need a best superposition to exist. They do not provide a method for finding one, and they do not minimise over permutations of identical atoms.

```lean
/-- The minimal RMSD: the infimum of the deviation over all rotations and translations. -/
def minRMSD (m : ι → ℝ) (x y : ι → Space d) : ℝ :=
  ⨅ p : rotations d × Space d, deviation m (p.1 : Space d ≃ₗᵢ[ℝ] Space d) p.2 x y
```

The hypothesis `hm` in the theorems states that all weights are nonnegative. Where it is absent, the statement also holds formally for negative weights, because Lean's square root of a negative number is zero; only nonnegative weights have a physical reading.

## (a) Adding displacements

Show that the weighted norm of a sum is at most the sum of the weighted norms:

$$\|a+b\|_m\le\|a\|_m+\|b\|_m .$$

**Solution.** Since $|a_i+b_i|\le|a_i|+|b_i|$ and $m_i\ge0$,

$$\|a+b\|_m^2\le\|a\|_m^2+2\sum_i m_i|a_i||b_i|+\|b\|_m^2 .$$

The Cauchy-Schwarz inequality for the numbers $\sqrt{m_i}|a_i|$ and $\sqrt{m_i}|b_i|$ bounds the middle sum by $\|a\|_m\|b\|_m$. The right-hand side is therefore at most $(\|a\|_m+\|b\|_m)^2$, and taking roots finishes the argument. This is Minkowski's inequality for exponent two.

In the code, `hcs` is the Cauchy-Schwarz step and the `calc` block is the expansion of the square.

```lean
/-- For nonnegative weights, the weighted norm of a sum of displacements is at most the sum of the
weighted norms. -/
theorem massNorm_add_le {m : ι → ℝ} (hm : ∀ i, 0 ≤ m i) (a b : ι → Space d) :
    massNorm m (fun i => a i + b i) ≤ massNorm m a + massNorm m b := by
  have hA : 0 ≤ ∑ i, m i * ‖a i‖ ^ 2 :=
    sum_nonneg fun i _ => mul_nonneg (hm i) (sq_nonneg _)
  have hB : 0 ≤ ∑ i, m i * ‖b i‖ ^ 2 :=
    sum_nonneg fun i _ => mul_nonneg (hm i) (sq_nonneg _)
  -- Cauchy-Schwarz bounds the cross term
  have hcs : ∑ i, m i * (‖a i‖ * ‖b i‖) ≤ massNorm m a * massNorm m b := by
    unfold massNorm
    rw [← Real.sqrt_mul hA]
    apply Real.le_sqrt_of_sq_le
    have h := sum_mul_sq_le_sq_mul_sq univ
      (fun i => √(m i) * ‖a i‖) (fun i => √(m i) * ‖b i‖)
    have e1 : ∀ i, √(m i) * ‖a i‖ * (√(m i) * ‖b i‖) = m i * (‖a i‖ * ‖b i‖) := by
      intro i
      linear_combination (‖a i‖ * ‖b i‖) * Real.mul_self_sqrt (hm i)
    have e2 : ∀ i (r : ℝ), (√(m i) * r) ^ 2 = m i * r ^ 2 := by
      intro i r
      rw [mul_pow, Real.sq_sqrt (hm i)]
    simpa only [e1, e2] using h
  have hsA : massNorm m a ^ 2 = ∑ i, m i * ‖a i‖ ^ 2 := Real.sq_sqrt hA
  have hsB : massNorm m b ^ 2 = ∑ i, m i * ‖b i‖ ^ 2 := Real.sq_sqrt hB
  refine Real.sqrt_le_iff.2 ⟨add_nonneg (Real.sqrt_nonneg _) (Real.sqrt_nonneg _), ?_⟩
  calc ∑ i, m i * ‖a i + b i‖ ^ 2
      ≤ ∑ i, (m i * ‖a i‖ ^ 2 + 2 * (m i * (‖a i‖ * ‖b i‖)) + m i * ‖b i‖ ^ 2) := by
        refine sum_le_sum fun i _ => ?_
        have h := mul_le_mul_of_nonneg_left
          (pow_le_pow_left₀ (norm_nonneg _) (norm_add_le (a i) (b i)) 2) (hm i)
        linarith
    _ = ∑ i, m i * ‖a i‖ ^ 2 + 2 * ∑ i, m i * (‖a i‖ * ‖b i‖)
          + ∑ i, m i * ‖b i‖ ^ 2 := by
        rw [sum_add_distrib, sum_add_distrib, ← mul_sum]
    _ ≤ (massNorm m a + massNorm m b) ^ 2 := by
        rw [← hsA, ← hsB]
        linarith
```

## (b) Undoing a superposition

Show that the inverse motion carries $y$ towards $x$ with the same deviation:

$$D(R^{-1},-R^{-1}t;\,y,x)=D(R,t;\,x,y).$$

**Solution.** The inverse of $u\mapsto Ru+t$ is $u\mapsto R^{-1}u-R^{-1}t$. For each atom,

$$R^{-1}y_i-R^{-1}t-x_i=-R^{-1}(Rx_i+t-y_i).$$

Neither the sign nor the isometry $R^{-1}$ changes the length, so the two sums agree term by term.

Lean writes $R^{-1}$ as `R.symm`, and `h` is the displayed identity. The determinant plays no part here, so `R` may be any linear isometry.

```lean
/-- The inverse rigid motion superposes `y` on `x` with the same deviation. -/
theorem deviation_symm (m : ι → ℝ) (R : Space d ≃ₗᵢ[ℝ] Space d) (t : Space d)
    (x y : ι → Space d) :
    deviation m R.symm (-(R.symm t)) y x = deviation m R t x y := by
  unfold deviation massNorm
  congr 1
  refine sum_congr rfl fun i _ => ?_
  have h : R.symm (y i) + -(R.symm t) - x i = -(R.symm (R (x i) + t - y i)) := by
    rw [map_sub, map_add, R.symm_apply_apply]
    abel
  show m i * ‖R.symm (y i) + -(R.symm t) - x i‖ ^ 2 = m i * ‖R (x i) + t - y i‖ ^ 2
  rw [h, norm_neg, R.symm.norm_map]
```

## (c) Composing two superpositions

Move $x$ towards $y$ by $(R,t)$, then apply the motion $(S,s)$ that takes $y$ towards $z$. Show that the errors at most add:

$$D(SR,\,St+s;\,x,z)\le D(R,t;\,x,y)+D(S,s;\,y,z).$$

**Solution.** Insert $Sy_i$ and subtract it again:

$$SRx_i+St+s-z_i=S(Rx_i+t-y_i)+(Sy_i+s-z_i).$$

By (a), the weighted norm of the left-hand side is at most the sum of the weighted norms of the two terms on the right. In the first of these, $S$ preserves lengths and can be removed.

The expression `R.trans S` means first $R$, then $S$. The splitting is `e2`, and `e1` removes $S$ from the first term.

```lean
/-- For nonnegative weights, the deviation of a composed rigid motion is at most the sum of the two
deviations. -/
theorem deviation_trans {m : ι → ℝ} (hm : ∀ i, 0 ≤ m i)
    (R S : Space d ≃ₗᵢ[ℝ] Space d) (t s : Space d) (x y z : ι → Space d) :
    deviation m (R.trans S) (S t + s) x z ≤ deviation m R t x y + deviation m S s y z := by
  have h := massNorm_add_le hm (fun i => S (R (x i) + t - y i)) (fun i => S (y i) + s - z i)
  have e1 : massNorm m (fun i => S (R (x i) + t - y i)) = deviation m R t x y := by
    simp only [deviation, massNorm, S.norm_map]
  have e2 : (fun i => S (R (x i) + t - y i) + (S (y i) + s - z i))
      = fun i => (R.trans S) (x i) + (S t + s) - z i := by
    funext i
    rw [map_sub, map_add, LinearIsometryEquiv.trans_apply]
    abel
  rw [e1, e2] at h
  exact h
```

## (d) Any superposition gives an upper bound

Show that for every rotation $R$ and translation $t$,

$$\rho(x,y)\le D(R,t;\,x,y).$$

**Solution.** All deviations are nonnegative, so their set is bounded below and its infimum is a real number that no member undercuts.

The boundedness is `hb`, which `ciInf_le` requires. The determinant condition enters as `hR`.

```lean
/-- The minimal RMSD is at most the deviation of any particular superposition. -/
theorem minRMSD_le (m : ι → ℝ) {R : Space d ≃ₗᵢ[ℝ] Space d} (hR : R ∈ rotations d)
    (t : Space d) (x y : ι → Space d) : minRMSD m x y ≤ deviation m R t x y := by
  have hb : BddBelow (Set.range fun p : rotations d × Space d =>
      deviation m (p.1 : Space d ≃ₗᵢ[ℝ] Space d) p.2 x y) := by
    refine ⟨0, ?_⟩
    rintro _ ⟨p, rfl⟩
    exact Real.sqrt_nonneg _
  exact ciInf_le hb (⟨R, hR⟩, t)
```

## (e) Exchanging the structures

Show that it does not matter which structure is moved:

$$\rho(x,y)=\rho(y,x).$$

**Solution.** Let $u,v$ be two structures and $(R,t)$ any motion applied to $v$. The inverse motion applied to $u$ is admissible, so (d) and (b) give

$$\rho(u,v)\le D(R^{-1},-R^{-1}t;\,u,v)=D(R,t;\,v,u).$$

The left-hand side does not depend on $(R,t)$. Taking the infimum on the right yields $\rho(u,v)\le\rho(v,u)$, and exchanging $u$ and $v$ gives the reverse inequality.

The one-sided inequality is `key`, which is used twice.

```lean
/-- The minimal RMSD does not depend on which structure is moved onto the other. -/
theorem minRMSD_comm (m : ι → ℝ) (x y : ι → Space d) : minRMSD m x y = minRMSD m y x := by
  have key : ∀ u v : ι → Space d, minRMSD m u v ≤ minRMSD m v u := fun u v =>
    le_ciInf fun p => (minRMSD_le m ((rotations d).inv_mem p.1.2) _ u v).trans_eq
      (deviation_symm m (p.1 : Space d ≃ₗᵢ[ℝ] Space d) p.2 v u)
  exact le_antisymm (key x y) (key y x)
```

## (f) Passing through a third structure

Show that a detour through $y$ is never shorter:

$$\rho(x,z)\le\rho(x,y)+\rho(y,z).$$

**Solution.** For any two motions $(R,t)$ and $(S,s)$, the product $SR$ is a rotation, so (d) and (c) give

$$\rho(x,z)\le D(R,t;\,x,y)+D(S,s;\,y,z).$$

The two motions vary independently. Taking the infimum over each in turn gives the claim.

The lemma `le_ciInf_add_ciInf` takes both infima at once, with `p` standing for $(R,t)$ and `q` for $(S,s)$.

```lean
/-- For nonnegative weights, the minimal RMSD obeys the triangle inequality. -/
theorem minRMSD_triangle {m : ι → ℝ} (hm : ∀ i, 0 ≤ m i) (x y z : ι → Space d) :
    minRMSD m x z ≤ minRMSD m x y + minRMSD m y z :=
  le_ciInf_add_ciInf fun p q =>
    (minRMSD_le m ((rotations d).mul_mem q.1.2 p.1.2) _ x z).trans
      (deviation_trans hm (p.1 : Space d ≃ₗᵢ[ℝ] Space d) q.1 p.2 q.2 x y z)
```

## (g) Comparing a structure with its moved copy

Show that a rigid motion produces no distance:

$$\rho(x,\,Rx+t)=0 .$$

**Solution.** The motion $(R,t)$ itself leaves every displacement equal to zero, so $\rho\le0$ by (d). As an infimum of nonnegative numbers, $\rho$ is also at least zero.

```lean
/-- A structure and its rotated and translated copy have minimal RMSD zero. -/
theorem minRMSD_moved_copy (m : ι → ℝ) {R : Space d ≃ₗᵢ[ℝ] Space d}
    (hR : R ∈ rotations d) (t : Space d) (x : ι → Space d) :
    minRMSD m x (fun i => R (x i) + t) = 0 := by
  refine le_antisymm ?_ (le_ciInf fun p => Real.sqrt_nonneg _)
  refine (minRMSD_le m hR t x _).trans_eq ?_
  simp [deviation, massNorm]
```

## (h) The pseudometric properties

Show that, for nonnegative weights and all structures $x,y,z$,

$$\rho(x,y)\ge0,\quad \rho(x,x)=0,\quad \rho(x,y)=\rho(y,x),\quad \rho(x,z)\le\rho(x,y)+\rho(y,z).$$

**Solution.** The first property holds because all deviations are nonnegative. The second is (g) with the identity rotation and zero translation. The others are (e) and (f). The prefix "pseudo" is needed because distinct structures can have distance zero, as moved copies do.

The theorem is the conjunction of these four statements.

```lean
/-- For nonnegative weights the minimal RMSD is a pseudometric on structures: it is
nonnegative, zero on the diagonal, symmetric, and obeys the triangle inequality. -/
theorem minRMSD_pseudometric {m : ι → ℝ} (hm : ∀ i, 0 ≤ m i) :
    (∀ x y : ι → Space d, 0 ≤ minRMSD m x y) ∧
    (∀ x : ι → Space d, minRMSD m x x = 0) ∧
    (∀ x y : ι → Space d, minRMSD m x y = minRMSD m y x) ∧
    (∀ x y z : ι → Space d, minRMSD m x z ≤ minRMSD m x y + minRMSD m y z) := by
  refine ⟨fun x y => le_ciInf fun p => Real.sqrt_nonneg _, fun x => ?_,
    minRMSD_comm m, minRMSD_triangle hm⟩
  simpa using minRMSD_moved_copy m (rotations d).one_mem 0 x
```

## (i) Independent changes of frame

Let $x'=Rx+t$ and $y'=Sy+s$ with rotations $R$ and $S$. Show that

$$\rho(x',y')=\rho(x,y).$$

**Solution.** By (g) and (e), $\rho(x',x)=\rho(y,y')=0$. Two uses of the triangle inequality give

$$\rho(x',y')\le\rho(x',x)+\rho(x,y)+\rho(y,y')=\rho(x,y).$$

The same route in the other direction gives $\rho(x,y)\le\rho(x,x')+\rho(x',y')+\rho(y',y)=\rho(x',y')$.

The triangle inequalities are `h1` to `h4`, and `linarith` combines them with the vanishing distances.

```lean
/-- For nonnegative weights, moving the two structures by independent rigid motions leaves their
minimal RMSD unchanged. -/
theorem minRMSD_invariant {m : ι → ℝ} (hm : ∀ i, 0 ≤ m i)
    {R S : Space d ≃ₗᵢ[ℝ] Space d} (hR : R ∈ rotations d) (hS : S ∈ rotations d)
    (t s : Space d) (x y : ι → Space d) :
    minRMSD m (fun i => R (x i) + t) (fun i => S (y i) + s) = minRMSD m x y := by
  have hx := minRMSD_moved_copy m hR t x
  have hy := minRMSD_moved_copy m hS s y
  have hx' := (minRMSD_comm m (fun i => R (x i) + t) x).trans hx
  have hy' := (minRMSD_comm m (fun i => S (y i) + s) y).trans hy
  -- go through the unmoved structures, and back
  have h1 := minRMSD_triangle hm (fun i => R (x i) + t) x (fun i => S (y i) + s)
  have h2 := minRMSD_triangle hm x y (fun i => S (y i) + s)
  have h3 := minRMSD_triangle hm x (fun i => R (x i) + t) y
  have h4 := minRMSD_triangle hm (fun i => R (x i) + t) (fun i => S (y i) + s) y
  apply le_antisymm <;> linarith
```

## (j) Control of interatomic distances

Let atoms $i$ and $j$ have positive weights. Show that the minimal RMSD limits the change in their separation:

$$\bigl||x_i-x_j|-|y_i-y_j|\bigr|\le\left(\frac1{\sqrt{m_i}}+\frac1{\sqrt{m_j}}\right)\rho(x,y).$$

**Solution.** Fix a motion $(R,t)$ and set $v_k=Rx_k+t-y_k$. A single term of a nonnegative sum is at most the whole sum, so $m_k|v_k|^2\le\|v\|_m^2$, and hence $|v_k|\le\|v\|_m/\sqrt{m_k}$ for $k=i,j$. Because $R$ preserves lengths and $R(x_i-x_j)-(y_i-y_j)=v_i-v_j$,

$$\bigl||x_i-x_j|-|y_i-y_j|\bigr|\le|v_i-v_j|\le|v_i|+|v_j|\le\left(\frac1{\sqrt{m_i}}+\frac1{\sqrt{m_j}}\right)\|v\|_m .$$

The left-hand side does not depend on the motion, so $\|v\|_m$ may be replaced by its infimum $\rho(x,y)$. For equal weights $1/N$ the prefactor is $2\sqrt N$. This constant is not the best possible, but a growth like $\sqrt N$ cannot be avoided: moving one atom by $\delta$ directly away from another changes their distance by $\delta$, while the minimal RMSD is at most $\delta/\sqrt N$. In a large molecule a small RMSD therefore still permits a sizeable change in one distance.

The bound on one displacement is `single`. The code divides by the positive prefactor before passing to the infimum with `le_ciInf`, and `h3` and `h4` are the two triangle inequalities for vectors.

```lean
/-- If all weights are nonnegative, the distance between two atoms of positive weight differs
between the structures by at most `1/√mᵢ + 1/√mⱼ` times the minimal RMSD. -/
theorem distance_change_le {m : ι → ℝ} (hm : ∀ i, 0 ≤ m i) {i j : ι}
    (hi : 0 < m i) (hj : 0 < m j) (x y : ι → Space d) :
    |‖x i - x j‖ - ‖y i - y j‖| ≤ (1 / √(m i) + 1 / √(m j)) * minRMSD m x y := by
  -- a single displacement is controlled by the weighted norm
  have single : ∀ (v : ι → Space d) (k : ι), 0 < m k →
      ‖v k‖ ≤ 1 / √(m k) * massNorm m v := by
    intro v k hk
    have h : √(m k) * ‖v k‖ ≤ massNorm m v := by
      apply Real.le_sqrt_of_sq_le
      rw [mul_pow, Real.sq_sqrt (hm k)]
      exact single_le_sum (f := fun l => m l * ‖v l‖ ^ 2)
        (fun l _ => mul_nonneg (hm l) (sq_nonneg _)) (mem_univ k)
    rw [one_div, inv_mul_eq_div, le_div_iff₀ (Real.sqrt_pos.2 hk)]
    linarith
  have hc : 0 < 1 / √(m i) + 1 / √(m j) :=
    add_pos (one_div_pos.2 (Real.sqrt_pos.2 hi)) (one_div_pos.2 (Real.sqrt_pos.2 hj))
  rw [← div_le_iff₀' hc]
  refine le_ciInf fun p => ?_
  rw [div_le_iff₀' hc]
  obtain ⟨⟨R, hR⟩, t⟩ := p
  show _ ≤ _ * massNorm m (fun k => R (x k) + t - y k)
  have h1 := single (fun k => R (x k) + t - y k) i hi
  have h2 := single (fun k => R (x k) + t - y k) j hj
  have h3 := abs_norm_sub_norm_le (R (x i - x j)) (y i - y j)
  have e : R (x i - x j) - (y i - y j)
      = (R (x i) + t - y i) - (R (x j) + t - y j) := by
    rw [map_sub]
    abel
  rw [e, R.norm_map] at h3
  have h4 := norm_sub_le (R (x i) + t - y i) (R (x j) + t - y j)
  rw [add_mul]
  exact h3.trans (h4.trans (add_le_add h1 h2))

end

end StructureSuperposition
```

```lean
#print axioms StructureSuperposition.minRMSD_pseudometric
-- 'StructureSuperposition.minRMSD_pseudometric' depends on axioms: [propext, Classical.choice, Quot.sound]
#print axioms StructureSuperposition.minRMSD_invariant
-- 'StructureSuperposition.minRMSD_invariant' depends on axioms: [propext, Classical.choice, Quot.sound]
#print axioms StructureSuperposition.distance_change_le
-- 'StructureSuperposition.distance_change_le' depends on axioms: [propext, Classical.choice, Quot.sound]
```
